# Existence, uniqueness and stiffness of the magnon branch in a one-dimensional spin-polarised electron model

A magnon energy is defined here as a root of the spin-flip response equation that lies below every single-particle spin-flip energy. The inequality belongs to the definition because the equation alone doesn't select one root. If every real root were accepted, a set of $n\ge 2$ occupied momenta would give $n$ roots at each $q\neq0$: one below all the single-particle energies and one in each gap between them. Uniqueness would then be lost.

The electrons are fully spin-polarised and move in one dimension, in units with $\hbar=m=1$. Their occupied momenta form a fixed, nonempty finite set $S$ of real numbers, which need not be a filled Fermi sea. The transferred momentum $q$ can be any real number: the quantisation of momenta in a ring of finite length is not imposed.

```lean
import Mathlib

open Filter Topology

namespace SpinFlipMagnon

noncomputable section
```

Write $n=|S|$ and $\langle f\rangle=\frac1n\sum_{k\in S}f(k)$. In Lean this mean is `avg S f`.

```lean
/-- The average of `f` over the occupied momenta `S`. -/
def avg (S : Finset ℝ) (f : ℝ → ℝ) : ℝ := (∑ k ∈ S, f k) / (S.card : ℝ)
```

## Spin-flip energies and the response equation

Flipping the spin of electron $k$ while transferring momentum $q$ costs the Stoner energy

$$E_k=\frac{(k+q)^2}{2}+\Delta-\frac{k^2}{2}=\Delta+kq+\frac{q^2}{2},$$

where $\Delta>0$ is the exchange splitting, taken to be the same for all momenta.

```lean
/-- The energy for moving an electron from momentum `k` to `k + q` while flipping its spin
against the exchange splitting `Δ`. -/
def stonerEnergy (Δ k q : ℝ) : ℝ := ((k + q) ^ 2 / 2 + Δ) - k ^ 2 / 2
```

The predicate `IsMagnon S Δ q w` says that $w<E_k$ for all $k\in S$ and that

$$\left\langle\frac{1}{E_k-w}\right\rangle=\frac1\Delta .$$

This is the pole condition for a spin-flip kernel that depends on neither frequency nor momentum. The value $1/\Delta$ on the right expresses that the same exchange interaction produces both the splitting and the kernel, so that a uniform rotation of all spins, at $q=0$, costs no energy. The equation is assumed, not derived from a density functional.

```lean
/-- `w` is a magnon energy at wave number `q`: it lies below all single-particle spin-flip
energies and solves the spin-flip response equation. -/
def IsMagnon (S : Finset ℝ) (Δ q w : ℝ) : Prop :=
  (∀ k ∈ S, w < stonerEnergy Δ k q) ∧
    avg S (fun k => 1 / (stonerEnergy Δ k q - w)) = 1 / Δ
```

The theorems on the shape of the branch also assume that $S$ is closed under negation, `hS`, so that the electrons carry no net current. Pairing $k$ with $-k$ gives $\sum_k k=-\sum_k k$, hence $\langle k\rangle=0$.

```lean
/-- The total momentum of a set of momenta closed under negation vanishes. -/
lemma sum_momentum {S : Finset ℝ} (hS : ∀ k ∈ S, -k ∈ S) : ∑ k ∈ S, k = 0 := by
  have h : ∑ k ∈ S, k = ∑ k ∈ S, -k :=
    Finset.sum_nbij' (fun k => -k) (fun k => -k) hS hS (by simp) (by simp) (by simp)
  rw [Finset.sum_neg_distrib] at h
  linarith
```

## One root below the Stoner energies

Below $E_{\min}=\min_k E_k$, each term $1/(E_k-w)$ increases strictly with $w$, so two different magnon energies can't give the same sum. This is `key` in the proof.

For existence, multiply the equation by $n$, so that the sum must equal $n/\Delta$. At $w=E_{\min}-\Delta$ every denominator is at least $\Delta$, and the sum is at most $n/\Delta$. At $w=E_{\min}-\Delta/n$ the term with the smallest denominator already equals $n/\Delta$, and the others are positive. These bounds are `hlow` and `hhigh`. The sum is continuous between the two points, and the intermediate value theorem supplies a root. The symmetry of $S$ is not needed.

```lean
/-- At every wave number there is exactly one magnon energy. -/
theorem existsUnique_magnon {S : Finset ℝ} (hne : S.Nonempty) {Δ : ℝ} (hΔ : 0 < Δ) (q : ℝ) :
    ∃! w, IsMagnon S Δ q w := by
  have hn : (0 : ℝ) < S.card := by exact_mod_cast hne.card_pos
  have hn1 : (1 : ℝ) ≤ S.card := by exact_mod_cast hne.card_pos
  -- two different roots would give different sums
  have key : ∀ v w, IsMagnon S Δ q v → IsMagnon S Δ q w → ¬ v < w := by
    intro v w hv hw hvw
    have h1 := (div_eq_iff hn.ne').1 hv.2
    have h2 := (div_eq_iff hn.ne').1 hw.2
    have h3 : ∑ k ∈ S, 1 / (stonerEnergy Δ k q - v) < ∑ k ∈ S, 1 / (stonerEnergy Δ k q - w) :=
      Finset.sum_lt_sum_of_nonempty hne fun k hk =>
        one_div_lt_one_div_of_lt (by linarith [hw.1 k hk]) (by linarith)
    linarith
  obtain ⟨k₀, hk₀, hmin⟩ := S.exists_min_image (fun k => stonerEnergy Δ k q) hne
  have hd : 0 < Δ / S.card := div_pos hΔ hn
  have hdΔ : Δ / S.card ≤ Δ := div_le_self hΔ.le hn1
  have hcont : ContinuousOn (fun w => ∑ k ∈ S, 1 / (stonerEnergy Δ k q - w))
      (Set.Icc (stonerEnergy Δ k₀ q - Δ) (stonerEnergy Δ k₀ q - Δ / S.card)) := by
    refine continuousOn_finsetSum S fun k hk => ?_
    refine ContinuousOn.div continuousOn_const (continuousOn_const.sub continuousOn_id) ?_
    intro w hw
    have h1 : stonerEnergy Δ k₀ q ≤ stonerEnergy Δ k q := hmin k hk
    have h2 : w ≤ stonerEnergy Δ k₀ q - Δ / S.card := hw.2
    have h3 : 0 < stonerEnergy Δ k q - w := by linarith
    exact h3.ne'
  -- the sum is at most the required value at the left end and at least that value at the right end
  have hlow : ∑ k ∈ S, 1 / (stonerEnergy Δ k q - (stonerEnergy Δ k₀ q - Δ))
      ≤ 1 / Δ * S.card := by
    have h := Finset.sum_le_card_nsmul S
      (fun k => 1 / (stonerEnergy Δ k q - (stonerEnergy Δ k₀ q - Δ))) (1 / Δ)
      (fun k hk => one_div_le_one_div_of_le hΔ (by linarith [hmin k hk]))
    rw [nsmul_eq_mul] at h
    linarith
  have hhigh : 1 / Δ * S.card
      ≤ ∑ k ∈ S, 1 / (stonerEnergy Δ k q - (stonerEnergy Δ k₀ q - Δ / S.card)) := by
    have h := Finset.single_le_sum
      (f := fun k => 1 / (stonerEnergy Δ k q - (stonerEnergy Δ k₀ q - Δ / S.card)))
      (fun k hk => one_div_nonneg.2 (by linarith [hmin k hk])) hk₀
    refine le_trans (le_of_eq ?_) h
    simp only [sub_sub_cancel]
    field_simp
  obtain ⟨w, hw, hroot⟩ := intermediate_value_Icc (by linarith) hcont ⟨hlow, hhigh⟩
  have hmag : IsMagnon S Δ q w :=
    ⟨fun k hk => by linarith [hmin k hk, hw.2], (div_eq_iff hn.ne').2 hroot⟩
  exact ⟨w, hmag, fun v hv =>
    le_antisymm (not_lt.1 (key w v hmag hv)) (not_lt.1 (key v w hv hmag))⟩
```

## An exact identity for the lowering

Let $x=q^2/2-w$ be the amount by which the magnon lies below $q^2/2$, and let $A=\Delta+x$. The denominators are $D_k=E_k-w=A+kq$. From $k^2q^2=(D_k-A)^2$ it follows that

$$\frac{q^2k^2}{D_k}=D_k-2A+\frac{A^2}{D_k}=kq-A+\frac{A^2}{D_k}.$$

Averaging with $\langle k\rangle=0$ and $\langle 1/D_k\rangle=1/\Delta$ gives

$$q^2\left\langle\frac{k^2}{D_k}\right\rangle=-A+\frac{A^2}{\Delta}=\frac{xA}{\Delta},
\qquad\text{so}\qquad
x(\Delta+x)=\Delta q^2\left\langle\frac{k^2}{E_k-w}\right\rangle .$$

The termwise expansion is `hterm`, and its sum over $S$ is `hT`.

```lean
/-- An exact relation between the lowering of the magnon energy below `q ^ 2 / 2` and an
average of the squared momenta. -/
theorem magnon_identity {S : Finset ℝ} (hne : S.Nonempty) (hS : ∀ k ∈ S, -k ∈ S)
    {Δ q w : ℝ} (hΔ : 0 < Δ) (h : IsMagnon S Δ q w) :
    (q ^ 2 / 2 - w) * (Δ + (q ^ 2 / 2 - w)) =
      Δ * q ^ 2 * avg S (fun k => k ^ 2 / (stonerEnergy Δ k q - w)) := by
  have hn : (S.card : ℝ) ≠ 0 := by exact_mod_cast hne.card_pos.ne'
  have hsum := (div_eq_iff hn).1 h.2
  obtain ⟨A, hA⟩ : ∃ A, A = Δ + (q ^ 2 / 2 - w) := ⟨_, rfl⟩
  -- expand each term around the mean denominator `A`
  have hterm : ∀ k ∈ S, q ^ 2 * (k ^ 2 / (stonerEnergy Δ k q - w)) =
      k * q - A + A ^ 2 * (1 / (stonerEnergy Δ k q - w)) := by
    intro k hk
    have hE : stonerEnergy Δ k q - w = A + k * q := by rw [hA]; unfold stonerEnergy; ring
    have hD : A + k * q ≠ 0 := by rw [← hE]; exact (sub_pos.2 (h.1 k hk)).ne'
    rw [hE, mul_one_div, ← mul_div_assoc, div_eq_iff hD, add_mul, div_mul_cancel₀ _ hD]
    ring
  have hT : q ^ 2 * ∑ k ∈ S, k ^ 2 / (stonerEnergy Δ k q - w) =
      (∑ k ∈ S, k) * q - S.card * A + A ^ 2 * ∑ k ∈ S, 1 / (stonerEnergy Δ k q - w) := by
    rw [Finset.mul_sum, Finset.sum_congr rfl hterm, Finset.sum_add_distrib,
      Finset.sum_sub_distrib, Finset.sum_const, nsmul_eq_mul, Finset.sum_mul, Finset.mul_sum]
  rw [sum_momentum hS, hsum] at hT
  have hx : q ^ 2 / 2 - w = A - Δ := by rw [hA]; ring
  rw [← hA, hx]
  unfold avg
  rw [mul_assoc, ← mul_div_assoc, hT]
  field_simp
  ring
```

## The upper bound and when it is reached

For any $k\in S$, both $D_k$ and $D_{-k}$ are positive, and their sum is $2A$. Therefore $A=\Delta+x>0$.

```lean
/-- The mean denominator of the magnon equation is positive. -/
lemma mean_denominator_pos {S : Finset ℝ} (hne : S.Nonempty) (hS : ∀ k ∈ S, -k ∈ S)
    {Δ q w : ℝ} (h : IsMagnon S Δ q w) : 0 < Δ + (q ^ 2 / 2 - w) := by
  obtain ⟨k, hk⟩ := hne
  have h1 := h.1 k hk
  have h2 := h.1 (-k) (hS k hk)
  unfold stonerEnergy at h1 h2
  nlinarith
```

The right side of the identity is nonnegative. Since the factor $\Delta+x$ is positive, $x\ge0$, which means $w\le q^2/2$.

```lean
/-- The magnon energy never exceeds `q ^ 2 / 2`. -/
theorem magnon_le {S : Finset ℝ} (hne : S.Nonempty) (hS : ∀ k ∈ S, -k ∈ S)
    {Δ q w : ℝ} (hΔ : 0 < Δ) (h : IsMagnon S Δ q w) : w ≤ q ^ 2 / 2 := by
  have hM : 0 ≤ avg S (fun k => k ^ 2 / (stonerEnergy Δ k q - w)) :=
    div_nonneg (Finset.sum_nonneg fun k hk =>
      div_nonneg (sq_nonneg k) (sub_pos.2 (h.1 k hk)).le) (Nat.cast_nonneg _)
  have hR := mul_nonneg (mul_nonneg hΔ.le (sq_nonneg q)) hM
  rw [← magnon_identity hne hS hΔ h] at hR
  linarith [nonneg_of_mul_nonneg_left hR (mean_denominator_pos hne hS h)]
```

For the same reason, $x=0$ exactly when the right side vanishes. As all $D_k$ are positive, this happens only if $q=0$ or every occupied momentum is zero. The Lean proof uses the fact that a vanishing sum of nonnegative terms has only vanishing terms.

```lean
/-- The magnon energy equals `q ^ 2 / 2` exactly when `q = 0` or all occupied momenta
vanish. -/
theorem magnon_eq_iff {S : Finset ℝ} (hne : S.Nonempty) (hS : ∀ k ∈ S, -k ∈ S)
    {Δ q w : ℝ} (hΔ : 0 < Δ) (h : IsMagnon S Δ q w) :
    w = q ^ 2 / 2 ↔ q = 0 ∨ ∀ k ∈ S, k = 0 := by
  have hid := magnon_identity hne hS hΔ h
  have hn : (S.card : ℝ) ≠ 0 := by exact_mod_cast hne.card_pos.ne'
  constructor
  · intro hw
    by_cases hq : q = 0
    · exact Or.inl hq
    right
    rw [sub_eq_zero.2 hw.symm, zero_mul] at hid
    have hM := (mul_eq_zero.1 hid.symm).resolve_left (mul_ne_zero hΔ.ne' (pow_ne_zero 2 hq))
    have hsum := (div_eq_zero_iff.1 hM).resolve_right hn
    intro k hk
    have hpos := sub_pos.2 (h.1 k hk)
    have hz := (Finset.sum_eq_zero_iff_of_nonneg fun j hj =>
      div_nonneg (sq_nonneg j) (sub_pos.2 (h.1 j hj)).le).1 hsum k hk
    exact pow_eq_zero_iff (two_ne_zero) |>.1 ((div_eq_zero_iff.1 hz).resolve_right hpos.ne')
  · intro hc
    have hR : Δ * q ^ 2 * avg S (fun k => k ^ 2 / (stonerEnergy Δ k q - w)) = 0 := by
      rcases hc with hq | hk
      · rw [hq]; ring
      · have hz : ∑ k ∈ S, k ^ 2 / (stonerEnergy Δ k q - w) = 0 :=
          Finset.sum_eq_zero fun k hkS => by rw [hk k hkS]; simp
        unfold avg
        rw [hz]; ring
    rw [hR] at hid
    linarith [(mul_eq_zero.1 hid).resolve_right (mean_denominator_pos hne hS h).ne']
```

## The long-wavelength limit

The lowering also has an upper bound, $x\le|q|\sum_{k\in S}|k|$. If it failed, then for each $k$

$$D_k=\Delta+x+kq\ge\Delta+x-|k||q|>\Delta,$$

and the mean of $1/D_k$ would be smaller than $1/\Delta$, contradicting the magnon equation.

```lean
/-- The difference `q ^ 2 / 2 - w` is at most `|q|` times the sum of the absolute occupied momenta.
-/
lemma lowering_le {S : Finset ℝ} (hne : S.Nonempty) {Δ q w : ℝ} (hΔ : 0 < Δ)
    (h : IsMagnon S Δ q w) : q ^ 2 / 2 - w ≤ (∑ k ∈ S, |k|) * |q| := by
  by_contra hc
  have hn : (S.card : ℝ) ≠ 0 := by exact_mod_cast hne.card_pos.ne'
  have hsum := (div_eq_iff hn).1 h.2
  -- otherwise every denominator would exceed `Δ`
  have hlt : ∑ k ∈ S, 1 / (stonerEnergy Δ k q - w) < ∑ _k ∈ S, 1 / Δ := by
    refine Finset.sum_lt_sum_of_nonempty hne fun k hk => one_div_lt_one_div_of_lt hΔ ?_
    have h1 : |k| ≤ ∑ j ∈ S, |j| :=
      Finset.single_le_sum (f := fun j : ℝ => |j|) (fun j _ => abs_nonneg j) hk
    have h2 := mul_le_mul_of_nonneg_right h1 (abs_nonneg q)
    have h3 := neg_abs_le (k * q)
    rw [abs_mul] at h3
    unfold stonerEnergy
    nlinarith [not_le.1 hc]
  rw [Finset.sum_const, nsmul_eq_mul] at hlt
  linarith
```

Now let $w(q)$ be a magnon energy at each $q$. The two bounds on $x$ squeeze it to zero as $q\to0$, so $D_k\to\Delta$ for every $k$ and $A\to\Delta$. For $q\ne0$ the identity can be divided by $q^2A$:

$$\frac{w(q)}{q^2}=\frac12-\frac{x}{q^2}
=\frac12-\frac{\Delta\,\langle k^2/D_k\rangle}{\Delta+x}
\longrightarrow\frac12-\frac{\langle k^2\rangle}{\Delta}.$$

This limit is the magnon stiffness, the coefficient of $q^2$ in the dispersion. In Lean, `hlim` is the limit of the last expression before the arrow, and the last lines identify that expression with $w(q)/q^2$ away from zero. The filter `𝓝[≠] 0` expresses the approach through nonzero $q$.

```lean
/-- The magnon energy divided by `q ^ 2` tends to `1 / 2` minus the mean squared momentum
over the exchange splitting as `q` tends to zero. -/
theorem magnon_stiffness {S : Finset ℝ} (hne : S.Nonempty) (hS : ∀ k ∈ S, -k ∈ S)
    {Δ : ℝ} (hΔ : 0 < Δ) {w : ℝ → ℝ} (h : ∀ q, IsMagnon S Δ q (w q)) :
    Tendsto (fun q => w q / q ^ 2) (𝓝[≠] 0) (𝓝 (1 / 2 - avg S (fun k => k ^ 2) / Δ)) := by
  have hx : Tendsto (fun q => q ^ 2 / 2 - w q) (𝓝 0) (𝓝 0) := by
    refine squeeze_zero (fun q => sub_nonneg.2 (magnon_le hne hS hΔ (h q)))
      (fun q => lowering_le hne hΔ (h q)) ?_
    have hc : Continuous fun q : ℝ => (∑ k ∈ S, |k|) * |q| := continuous_const.mul continuous_abs
    simpa using hc.tendsto 0
  have hE : ∀ k, Tendsto (fun q => stonerEnergy Δ k q - w q) (𝓝 0) (𝓝 Δ) := by
    intro k
    have hc : Continuous fun q : ℝ => Δ + k * q := by fun_prop
    have h1 : Tendsto (fun q : ℝ => Δ + k * q) (𝓝 0) (𝓝 Δ) := by simpa using hc.tendsto 0
    have h2 := h1.add hx
    rw [add_zero] at h2
    refine h2.congr fun q => ?_
    unfold stonerEnergy
    ring
  have hA : Tendsto (fun q => Δ + (q ^ 2 / 2 - w q)) (𝓝 0) (𝓝 Δ) := by
    simpa using hx.const_add Δ
  have hM : Tendsto (fun q => avg S (fun k => k ^ 2 / (stonerEnergy Δ k q - w q))) (𝓝 0)
      (𝓝 (avg S (fun k => k ^ 2 / Δ))) := by
    unfold avg
    exact (tendsto_finsetSum S fun k _ =>
      tendsto_const_nhds.div (hE k) hΔ.ne').div_const _
  have hlim : Tendsto (fun q => 1 / 2 - Δ * avg S (fun k => k ^ 2 / (stonerEnergy Δ k q - w q)) /
      (Δ + (q ^ 2 / 2 - w q))) (𝓝 0) (𝓝 (1 / 2 - Δ * avg S (fun k => k ^ 2 / Δ) / Δ)) :=
    ((hM.const_mul Δ).div hA hΔ.ne').const_sub (1 / 2)
  have hval : Δ * avg S (fun k => k ^ 2 / Δ) / Δ = avg S (fun k => k ^ 2) / Δ := by
    rw [mul_div_cancel_left₀ _ hΔ.ne']
    unfold avg
    rw [← Finset.sum_div, div_right_comm]
  rw [hval] at hlim
  -- away from `q = 0` the exact identity can be divided by `q ^ 2`
  refine (hlim.mono_left nhdsWithin_le_nhds).congr' ?_
  filter_upwards [self_mem_nhdsWithin] with q hq
  have hq2 : q ^ 2 ≠ 0 := pow_ne_zero 2 hq
  have hpos := (mean_denominator_pos hne hS (h q)).ne'
  have hid := magnon_identity hne hS hΔ (h q)
  have h1 : Δ * avg S (fun k => k ^ 2 / (stonerEnergy Δ k q - w q)) / (Δ + (q ^ 2 / 2 - w q)) =
      (q ^ 2 / 2 - w q) / q ^ 2 := by
    rw [div_eq_div_iff hpos hq2]
    linarith
  rw [h1, sub_div, div_right_comm, div_self hq2]
  ring
```

The pair $S=\{-p,p\}$ with $p>0$ can be solved in closed form. The equation becomes $A^2-\Delta A-p^2q^2=0$, and its positive root gives

$$w(q)=\frac{q^2}{2}-\frac{\sqrt{\Delta^2+4p^2q^2}-\Delta}{2},$$

with stiffness $1/2-p^2/\Delta$. For the single momentum $S=\{0\}$, the dispersion is $w(q)=q^2/2$.

The next theorem collects the results. There is a function `w` such that $v$ is a magnon energy at $q$ if and only if $v=w(q)$; it satisfies the upper bound at every $q$ and has the stated stiffness. The function is obtained by choosing the unique root at each $q$.

```lean
/-- There is one magnon branch `w`: it gives the only magnon energy at each `q`, stays at or below
`q ^ 2 / 2`, and `w q / q ^ 2` tends to the stated stiffness as `q` tends to zero. -/
theorem magnon_dispersion {S : Finset ℝ} (hne : S.Nonempty) (hS : ∀ k ∈ S, -k ∈ S)
    {Δ : ℝ} (hΔ : 0 < Δ) :
    ∃ w : ℝ → ℝ, (∀ q v, IsMagnon S Δ q v ↔ v = w q) ∧ (∀ q, w q ≤ q ^ 2 / 2) ∧
      Tendsto (fun q => w q / q ^ 2) (𝓝[≠] 0)
        (𝓝 (1 / 2 - avg S (fun k => k ^ 2) / Δ)) := by
  choose w hw huniq using fun q => existsUnique_magnon hne hΔ q
  exact ⟨w, fun q v => ⟨fun hv => huniq q v hv, fun hv => hv ▸ hw q⟩,
    fun q => magnon_le hne hS hΔ (hw q), magnon_stiffness hne hS hΔ hw⟩
```

## Negative magnon energies

If $2\langle k^2\rangle>\Delta$, the stiffness is negative. The quotient $w(q)/q^2$ is then negative for all sufficiently small nonzero $q$, and so is $w(q)$ itself, because $q^2>0$.

A negative magnon energy places a state with one flipped spin below the polarised reference state, so within this model the reference is not the state of lowest energy. At long wavelengths this happens when $\Delta$ is less than four times the mean kinetic energy $\langle k^2/2\rangle$ of the occupied momenta.

```lean
/-- If twice the mean squared momentum exceeds the exchange splitting, the magnon energy is
negative at all sufficiently small nonzero wave numbers. -/
theorem magnon_instability {S : Finset ℝ} (hne : S.Nonempty) (hS : ∀ k ∈ S, -k ∈ S)
    {Δ : ℝ} (hΔ : 0 < Δ) {w : ℝ → ℝ} (h : ∀ q, IsMagnon S Δ q (w q))
    (hk : Δ < 2 * avg S (fun k => k ^ 2)) : ∀ᶠ q in 𝓝[≠] 0, w q < 0 := by
  have h1 : 1 / 2 < avg S (fun k => k ^ 2) / Δ := by
    rw [lt_div_iff₀ hΔ]
    linarith
  have hneg : 1 / 2 - avg S (fun k => k ^ 2) / Δ < 0 := by linarith
  filter_upwards [(magnon_stiffness hne hS hΔ h).eventually_lt_const hneg] with q hq
  by_contra hc
  exact absurd hq (not_lt.2 (div_nonneg (not_lt.1 hc) (sq_nonneg q)))

end

end SpinFlipMagnon
```

```lean
#print axioms SpinFlipMagnon.existsUnique_magnon
#print axioms SpinFlipMagnon.magnon_eq_iff
#print axioms SpinFlipMagnon.magnon_dispersion
#print axioms SpinFlipMagnon.magnon_instability
```

```
'SpinFlipMagnon.existsUnique_magnon' depends on axioms: [propext, Classical.choice, Quot.sound]
'SpinFlipMagnon.magnon_eq_iff' depends on axioms: [propext, Classical.choice, Quot.sound]
'SpinFlipMagnon.magnon_dispersion' depends on axioms: [propext, Classical.choice, Quot.sound]
'SpinFlipMagnon.magnon_instability' depends on axioms: [propext, Classical.choice, Quot.sound]
```
